# The gauge freedom of orbital and occupation responses for orthonormal orbitals with nonzero occupations

Two linear-response calculations for the same metal can return different orbital responses and different occupation responses and still both be right, so comparing these quantities directly can signal an error where there is none. For orthonormal orbitals with nonzero occupations, whose responses preserve orthonormality to first order, the theorems below identify exactly the differences that leave the first-order density matrix unchanged.

In Lean 4 with Mathlib:

```lean
import Mathlib

open Matrix

namespace MetallicResponseGauge

noncomputable section

variable {n m : Type*} [Fintype m] [DecidableEq m]

/-- The diagonal matrix of real orbital occupations. -/
def occ (f : m → ℝ) : Matrix m m ℂ := Matrix.diagonal (fun i => (f i : ℂ))

/-- A square matrix is anti-Hermitian when its adjoint is its negative. -/
def AntiHermitian (A : Matrix m m ℂ) : Prop := Aᴴ = -A

/-- The first-order density matrix built from an orbital response `Φ₁` and an
occupation response `F₁`. -/
def response (Φ : Matrix n m ℂ) (f : m → ℝ) (Φ₁ : Matrix n m ℂ)
    (F₁ : Matrix m m ℂ) : Matrix n n ℂ :=
  Φ₁ * occ f * Φᴴ + Φ * occ f * Φ₁ᴴ + Φ * F₁ * Φᴴ

/-- When orbitals and occupations are changed linearly with strength `t`, the term of the density
matrix linear in `t` is `response`; the other terms are the unperturbed density matrix and terms of
order two and three. -/
theorem density_expansion (Φ Φ₁ : Matrix n m ℂ) (f : m → ℝ) (F₁ : Matrix m m ℂ) (t : ℝ) :
    (Φ + t • Φ₁) * (occ f + t • F₁) * (Φ + t • Φ₁)ᴴ =
      Φ * occ f * Φᴴ + t • response Φ f Φ₁ F₁
        + t ^ 2 • (Φ₁ * occ f * Φ₁ᴴ + Φ₁ * F₁ * Φᴴ + Φ * F₁ * Φ₁ᴴ)
        + t ^ 3 • (Φ₁ * F₁ * Φ₁ᴴ) := by
  simp only [response, Matrix.conjTranspose_add, Matrix.conjTranspose_smul, star_trivial,
    Matrix.add_mul, Matrix.mul_add, Matrix.smul_mul, Matrix.mul_smul, Matrix.mul_assoc]
  module

/-- Mixing the orbitals by an anti-Hermitian `A` and compensating in the occupation
response by the commutator of `F` with `A` leaves the first-order density matrix unchanged. -/
theorem response_gauge_invariant (Φ Φ₁ : Matrix n m ℂ) (f : m → ℝ)
    (F₁ A : Matrix m m ℂ) (hA : AntiHermitian A) :
    response Φ f (Φ₁ + Φ * A) (F₁ + (occ f * A - A * occ f)) = response Φ f Φ₁ F₁ := by
  have hA' : Aᴴ = -A := hA
  simp only [response, Matrix.conjTranspose_add, Matrix.conjTranspose_mul, hA',
    Matrix.add_mul, Matrix.mul_add, Matrix.sub_mul, Matrix.mul_sub, Matrix.neg_mul,
    Matrix.mul_neg, Matrix.mul_assoc]
  abel

variable [Fintype n]

/-- For orthonormal orbitals with nonzero occupations, a pair `(D, E)` with `Φᴴ D`
anti-Hermitian and zero density response is fixed by the matrix `Φᴴ D`. -/
theorem eq_of_response_eq_zero {Φ D : Matrix n m ℂ} {f : m → ℝ} {E : Matrix m m ℂ}
    (hΦ : Φᴴ * Φ = 1) (hf : ∀ i, f i ≠ 0) (hD : AntiHermitian (Φᴴ * D))
    (h : response Φ f D E = 0) :
    D = Φ * (Φᴴ * D) ∧ E = occ f * (Φᴴ * D) - (Φᴴ * D) * occ f := by
  have hA : Dᴴ * Φ = -(Φᴴ * D) := by
    simpa [AntiHermitian, Matrix.conjTranspose_mul] using hD
  -- apply the vanishing response to the occupied orbitals
  have hR : D * occ f = Φ * (occ f * (Φᴴ * D) - E) := by
    have h' := congrArg (fun M => M * Φ) h
    simp only [response, Matrix.add_mul, Matrix.mul_assoc, hΦ, hA, Matrix.mul_one,
      Matrix.mul_neg, Matrix.zero_mul] at h'
    rw [Matrix.mul_sub]
    linear_combination (norm := module) h'
  -- project on the occupied orbitals
  have hE : (Φᴴ * D) * occ f = occ f * (Φᴴ * D) - E := by
    rw [Matrix.mul_assoc Φᴴ D, hR, ← Matrix.mul_assoc Φᴴ Φ, hΦ, Matrix.one_mul]
  -- nonzero occupations can be cancelled
  have hG : occ f * Matrix.diagonal (fun i => ((f i : ℂ))⁻¹) = 1 := by
    rw [occ, Matrix.diagonal_mul_diagonal, ← Matrix.diagonal_one]
    congr 1
    funext i
    exact mul_inv_cancel₀ (Complex.ofReal_ne_zero.mpr (hf i))
  constructor
  · calc D = D * occ f * Matrix.diagonal (fun i => ((f i : ℂ))⁻¹) := by
          rw [Matrix.mul_assoc, hG, Matrix.mul_one]
      _ = Φ * (Φᴴ * D) := by
          rw [hR, ← hE, Matrix.mul_assoc Φ, Matrix.mul_assoc (Φᴴ * D), hG, Matrix.mul_one]
  · rw [hE]
    abel

/-- Orbital-occupation gauge freedom: for orthonormal orbitals with nonzero occupations,
two pairs with anti-Hermitian `Φᴴ Φ₁` and `Φᴴ Φ₂` give the same first-order density matrix
exactly when they differ by `(Φ A, F A - A F)` with `A` anti-Hermitian. -/
theorem response_eq_iff {Φ Φ₁ Φ₂ : Matrix n m ℂ} {f : m → ℝ} {F₁ F₂ : Matrix m m ℂ}
    (hΦ : Φᴴ * Φ = 1) (hf : ∀ i, f i ≠ 0)
    (h₁ : AntiHermitian (Φᴴ * Φ₁)) (h₂ : AntiHermitian (Φᴴ * Φ₂)) :
    response Φ f Φ₁ F₁ = response Φ f Φ₂ F₂ ↔
      ∃ A, AntiHermitian A ∧ Φ₂ = Φ₁ + Φ * A ∧ F₂ = F₁ + (occ f * A - A * occ f) := by
  constructor
  · intro h
    have hD : AntiHermitian (Φᴴ * (Φ₂ - Φ₁)) := by
      unfold AntiHermitian at *
      rw [Matrix.mul_sub, Matrix.conjTranspose_sub, h₁, h₂]
      abel
    -- the response is linear in the pair
    have h0 : response Φ f (Φ₂ - Φ₁) (F₂ - F₁) = 0 := by
      have hlin : response Φ f (Φ₂ - Φ₁) (F₂ - F₁)
          = response Φ f Φ₂ F₂ - response Φ f Φ₁ F₁ := by
        simp only [response, Matrix.conjTranspose_sub, Matrix.sub_mul, Matrix.mul_sub]
        abel
      rw [hlin, h, sub_self]
    obtain ⟨k₁, k₂⟩ := eq_of_response_eq_zero hΦ hf hD h0
    refine ⟨Φᴴ * (Φ₂ - Φ₁), hD, ?_, ?_⟩
    · rw [← k₁]
      abel
    · rw [← k₂]
      abel
  · rintro ⟨A, hA, rfl, rfl⟩
    exact (response_gauge_invariant Φ Φ₁ f F₁ A hA).symm

/-- Parallel-transport gauge: for orthonormal orbitals with nonzero occupations and
`Φᴴ Φ₁` anti-Hermitian, exactly one pair with `Φᴴ Φ₂ = 0` gives the same density response,
and it has the stated form. -/
theorem parallel_transport_gauge {Φ Φ₁ Φ₂ : Matrix n m ℂ} {f : m → ℝ}
    {F₁ F₂ : Matrix m m ℂ} (hΦ : Φᴴ * Φ = 1) (hf : ∀ i, f i ≠ 0)
    (h₁ : AntiHermitian (Φᴴ * Φ₁)) :
    (Φᴴ * Φ₂ = 0 ∧ response Φ f Φ₁ F₁ = response Φ f Φ₂ F₂) ↔
      Φ₂ = Φ₁ + Φ * (-(Φᴴ * Φ₁)) ∧
      F₂ = F₁ + (occ f * (-(Φᴴ * Φ₁)) - (-(Φᴴ * Φ₁)) * occ f) := by
  constructor
  · rintro ⟨h₂, h⟩
    have h₂' : AntiHermitian (Φᴴ * Φ₂) := by simp [AntiHermitian, h₂]
    obtain ⟨A, -, e₁, e₂⟩ := (response_eq_iff hΦ hf h₁ h₂').mp h
    have hA : A = -(Φᴴ * Φ₁) := by
      rw [e₁, Matrix.mul_add, ← Matrix.mul_assoc Φᴴ Φ, hΦ, Matrix.one_mul] at h₂
      exact eq_neg_of_add_eq_zero_right h₂
    rw [← hA]
    exact ⟨e₁, e₂⟩
  · rintro ⟨rfl, rfl⟩
    constructor
    · rw [Matrix.mul_add, ← Matrix.mul_assoc Φᴴ Φ, hΦ, Matrix.one_mul, add_neg_cancel]
    · refine (response_gauge_invariant Φ Φ₁ f F₁ _ ?_).symm
      unfold AntiHermitian at *
      rw [Matrix.conjTranspose_neg, h₁]

/-- If the occupations are pairwise distinct and the occupation response is Hermitian,
a gauge change removes its off-diagonal part and keeps its diagonal. -/
theorem exists_diagonal_gauge {f : m → ℝ} (hf : Function.Injective f)
    {F₁ : Matrix m m ℂ} (hF : F₁.IsHermitian) :
    ∃ A, AntiHermitian A ∧
      F₁ + (occ f * A - A * occ f) = Matrix.diagonal (fun i => F₁ i i) := by
  refine ⟨Matrix.of fun i j => if i = j then 0 else F₁ i j / ((f j : ℂ) - f i), ?_, ?_⟩
  · unfold AntiHermitian
    ext i j
    by_cases h : i = j
    · subst h
      simp
    · have hs : star ((f i : ℂ) - f j) = (f i : ℂ) - f j := by simp
      simp only [Matrix.conjTranspose_apply, Matrix.of_apply, Matrix.neg_apply,
        if_neg h, if_neg (Ne.symm h)]
      rw [star_div₀, hF.apply i j, hs, ← div_neg, neg_sub]
  · ext i j
    by_cases h : i = j
    · subst h
      simp [occ, Matrix.diagonal_mul, Matrix.mul_diagonal]
    · have hne : (f j : ℂ) - f i ≠ 0 :=
        sub_ne_zero.mpr (fun e => h (hf (Complex.ofReal_injective e)).symm)
      simp only [Matrix.add_apply, Matrix.sub_apply, occ, Matrix.diagonal_mul,
        Matrix.mul_diagonal, Matrix.of_apply, if_neg h, Matrix.diagonal_apply_ne _ h]
      field_simp
      ring

/-- The orbital response that changes only orbital `k`, by the vector `v`. -/
def shiftOrbital (k : m) (v : n → ℂ) : Matrix n m ℂ :=
  Matrix.of fun i j => if j = k then v i else 0

/-- With orthonormal orbitals and orbital `k` empty, shifting it by a nonzero vector
orthogonal to all orbitals gives no density response, yet the shift is not of the form `Φ A`. -/
theorem empty_orbital_extra_freedom {Φ : Matrix n m ℂ} {f : m → ℝ} {k : m} {v : n → ℂ}
    (hΦ : Φᴴ * Φ = 1) (hk : f k = 0) (hv : Φᴴ *ᵥ v = 0) (hv0 : v ≠ 0) :
    Φᴴ * shiftOrbital k v = 0 ∧ response Φ f (shiftOrbital k v) 0 = 0 ∧
      ¬ ∃ A : Matrix m m ℂ, shiftOrbital k v = Φ * A := by
  have hP : Φᴴ * shiftOrbital k v = 0 := by
    ext i j
    by_cases h : j = k
    · have hi := congrFun hv i
      simpa [shiftOrbital, Matrix.mul_apply, Matrix.mulVec, dotProduct, h] using hi
    · simp [shiftOrbital, Matrix.mul_apply, h]
  refine ⟨hP, ?_, ?_⟩
  · have h1 : shiftOrbital k v * occ f = 0 := by
      ext i j
      by_cases h : j = k <;> simp [shiftOrbital, occ, Matrix.mul_diagonal, h, hk]
    have h2 : occ f * (shiftOrbital k v)ᴴ = 0 := by
      ext i j
      by_cases h : i = k <;> simp [shiftOrbital, occ, Matrix.diagonal_mul, h, hk]
    simp [response, h1, Matrix.mul_assoc Φ, h2]
  · rintro ⟨A, hA⟩
    have hA0 : A = 0 := by
      rw [hA, ← Matrix.mul_assoc, hΦ, Matrix.one_mul] at hP
      exact hP
    apply hv0
    funext i
    have hi := congrFun (congrFun hA i) k
    simpa [shiftOrbital, hA0] using hi

/-- Two orthonormal orbitals in a three-dimensional space, with occupations 1 and 1/2 and
an explicit nonzero orbital response, satisfy the hypotheses of the gauge theorem. -/
theorem response_eq_iff_witness :
    (!![1, 0; 0, 1; 0, 0] : Matrix (Fin 3) (Fin 2) ℂ)ᴴ *
      (!![1, 0; 0, 1; 0, 0] : Matrix (Fin 3) (Fin 2) ℂ) = 1 ∧
    (∀ i, (![1, 1 / 2] : Fin 2 → ℝ) i ≠ 0) ∧
    AntiHermitian ((!![1, 0; 0, 1; 0, 0] : Matrix (Fin 3) (Fin 2) ℂ)ᴴ *
      (!![0, 1; -1, 0; 1, 0] : Matrix (Fin 3) (Fin 2) ℂ)) := by
  refine ⟨?_, ?_, ?_⟩
  · ext i j
    fin_cases i <;> fin_cases j <;> simp [Matrix.mul_apply, Fin.sum_univ_succ]
  · intro i
    fin_cases i <;> norm_num
  · unfold AntiHermitian
    ext i j
    fin_cases i <;> fin_cases j <;> simp [Matrix.mul_apply, Fin.sum_univ_succ]

end

end MetallicResponseGauge
```

```lean
#print axioms MetallicResponseGauge.density_expansion
#print axioms MetallicResponseGauge.parallel_transport_gauge
#print axioms MetallicResponseGauge.exists_diagonal_gauge
#print axioms MetallicResponseGauge.empty_orbital_extra_freedom
```

```
'MetallicResponseGauge.density_expansion' depends on axioms: [propext, Classical.choice, Quot.sound]
'MetallicResponseGauge.parallel_transport_gauge' depends on axioms: [propext, Classical.choice, Quot.sound]
'MetallicResponseGauge.exists_diagonal_gauge' depends on axioms: [propext, Classical.choice, Quot.sound]
'MetallicResponseGauge.empty_orbital_extra_freedom' depends on axioms: [propext, Classical.choice, Quot.sound]
```

## Which differences are invisible

In a metal treated with smearing, a perturbation can change both the orbitals and their fractional occupations. Collect m orbitals as the columns of an N by m matrix Φ, and put their occupations on the diagonal of F. The density matrix is

γ = Φ F Φᴴ,

where ᴴ is the conjugate transpose. An orbital response Φ₁ and an occupation response F₁ produce the first-order density matrix

γ₁ = Φ₁ F Φᴴ + Φ F Φ₁ᴴ + Φ F₁ Φᴴ.

The main theorem, `response_eq_iff`, takes two pairs (Φ₁, F₁) and (Φ₂, F₂). The subscripts number two competing first-order responses; Φ₂ is not a second-order quantity. Assume that ΦᴴΦ = 1, that every occupation is nonzero, and that ΦᴴΦ₁ and ΦᴴΦ₂ are anti-Hermitian. Then the two pairs give the same γ₁ if and only if some anti-Hermitian m by m matrix A satisfies

Φ₂ = Φ₁ + Φ A,
F₂ = F₁ + F A − A F.

The source of this freedom is a rotation among the orbitals. For unitary U, replacing Φ by ΦU and F by UᴴFU leaves γ unchanged. With U = 1 + tA to first order in a small real t, the orbitals change by tΦA and the occupation matrix by t(FA − AF). For a single orbital, A is an imaginary number, the commutator vanishes, and the freedom is a change of phase.

## What the matrices stand for

The index type `n` labels basis functions and `m` labels orbitals; both are finite in the main theorem. The condition `Φᴴ * Φ = 1` is orthonormality in an orthonormal basis, so a basis with an overlap matrix must be orthogonalised first. `occ f` is F, built from real numbers `f i`. The theorem needs them nonzero, which includes the positive occupations of Fermi–Dirac smearing. `response Φ f Φ₁ F₁` is γ₁.

`AntiHermitian (Φᴴ * Φ₁)` expresses orthonormality to first order, because

(Φ + tΦ₁)ᴴ(Φ + tΦ₁) = 1 + t(ΦᴴΦ₁ + Φ₁ᴴΦ) + t² Φ₁ᴴΦ₁,

and the linear term vanishes exactly when ΦᴴΦ₁ is anti-Hermitian.

The occupation response F₁ is a full square matrix, whereas textbooks often use the name for the changes of the individual occupation numbers. Off-diagonal entries are included because the commutator FA − AF has zero diagonal and, when A mixes orbitals with different occupations, nonzero off-diagonal entries. The main theorem does not require F₁ to be Hermitian or to conserve the electron number.

No Hamiltonian appears. That a computed pair really is the derivative of the Kohn–Sham state under a given perturbation has to be established separately. In density functional perturbation theory for metals, the result tells which parts of a given response in a finite orbital set are conventional: two calculations sharing Φ and F should be compared through γ₁, or, when both satisfy the assumptions of the main theorem, after both have been brought to the parallel-transport gauge described below, where equal γ₁ means equal pairs. Orbital responses that do not preserve orthonormality to first order, for example because occupation factors have been absorbed into them, are outside the theorem.

## From equal density responses to the matrix A

The formula for γ₁ comes from expanding the perturbed density matrix:

(Φ + tΦ₁)(F + tF₁)(Φ + tΦ₁)ᴴ
= ΦFΦᴴ + tγ₁ + t²(Φ₁FΦ₁ᴴ + Φ₁F₁Φᴴ + ΦF₁Φ₁ᴴ) + t³Φ₁F₁Φ₁ᴴ.

This is `density_expansion`. The proof multiplies out the products, and `module` collects the powers of t.

For one direction of the main theorem, add ΦA to Φ₁ and FA − AF to F₁. Since Aᴴ = −A, the extra terms in γ₁ are

ΦAFΦᴴ − ΦFAΦᴴ + Φ(FA − AF)Φᴴ = 0.

`response_gauge_invariant` carries out this cancellation with `abel`. It uses neither orthonormality nor nonzero occupations.

For the other direction, set D = Φ₂ − Φ₁, E = F₂ − F₁ and B = ΦᴴD. B is anti-Hermitian, being a difference of two anti-Hermitian matrices. Since γ₁ is linear in the pair, equal responses mean

DFΦᴴ + ΦFDᴴ + ΦEΦᴴ = 0.

Multiply on the right by Φ. With ΦᴴΦ = 1 and DᴴΦ = Bᴴ = −B, this becomes

DF = Φ(FB − E).

Multiply on the left by Φᴴ:

BF = FB − E, hence E = FB − BF.

Substituting FB − E = BF into the previous equation gives DF = ΦBF. No occupation is zero, so F has an inverse, and cancelling it leaves

D = ΦB.

The required matrix is therefore A = B.

These steps form `eq_of_response_eq_zero`. Its intermediate equation `hR` is the result of multiplying by Φ, `hE` is the projection with Φᴴ, and `hG` supplies the inverse of F as the diagonal matrix of reciprocal occupations. `response_eq_iff` applies the lemma to the differences D and E, and takes the converse from gauge invariance.

## Two gauge choices

The parallel-transport gauge asks that the orbital response have no component in the span of the original orbitals: ΦᴴΦ₂ = 0. Write C = ΦᴴΦ₁. Projecting Φ₂ = Φ₁ + ΦA gives 0 = C + A, so A = −C and

Φ₂ = Φ₁ − ΦC,
F₂ = F₁ − FC + CF.

`parallel_transport_gauge` proves that, under the same assumptions on Φ, f and Φ₁, this is the only pair in that gauge with the same γ₁. The proof obtains A from the main theorem and identifies it by projection; the converse is again gauge invariance.

The explicit matrices in `response_eq_iff_witness`, which checks the hypotheses entry by entry, show what this does. The occupations are 1 and 1/2, and C has rows (0, 1) and (−1, 0). Starting from F₁ = 0, the parallel-transport gauge gives an F₂ with zero diagonal and both off-diagonal entries equal to −1/2. What was orbital mixing in one description is an occupation response in the other.

The second choice makes the occupation response diagonal. The entries of the commutator are

(FA − AF)ᵢⱼ = (fᵢ − fⱼ)Aᵢⱼ.

To cancel the off-diagonal part of F₁, take Aᵢᵢ = 0 and, for i ≠ j,

Aᵢⱼ = (F₁)ᵢⱼ / (fⱼ − fᵢ).

If F₁ is Hermitian, exchanging i and j and conjugating changes only the sign of the denominator, so A is anti-Hermitian. `exists_diagonal_gauge` checks both properties entry by entry, with `field_simp` and `ring` for the cancellation. It assumes pairwise distinct occupations, which keep the denominators nonzero. When two occupations are close and the corresponding entry of F₁ stays fixed at a nonzero value, the mixing becomes large. This choice does not fix the gauge completely: adding an imaginary diagonal matrix to A leaves F₂ unchanged but changes Φ₂, so orbital responses with the same diagonal F₂ can still differ by first-order phase changes of the individual orbitals.

## An empty orbital can leave more freedom

Take N = 2 and m = 1, with Φ the column (1, 0) and occupation f = 0. Compare the zero pair with the pair whose orbital response is the column (0, 1) and whose occupation response is zero. Both satisfy the first-order orthonormality condition and both give γ₁ = 0, since every term containing the orbital response also contains f. Yet ΦA is the column (A, 0), which never equals (0, 1). The main theorem therefore fails if "nonzero" is replaced by "nonnegative".

`empty_orbital_extra_freedom` proves the general version. `shiftOrbital k v` changes only orbital k, by the vector v. If orbital k is empty and v is nonzero and orthogonal to all the orbitals in Φ, the shift produces no density response, because multiplication by F removes its only nonzero column. If the shift were ΦA, projection with Φᴴ would give A = 0, and hence v = 0, a contradiction.
